# The occupied–virtual gap bounds the Sternheimer operator from below on the tangent space of density matrices

Let `F` be a finite real symmetric Fock matrix, held fixed, that commutes with the orthogonal projector `P` on the occupied orbitals, with occupied levels at or below `a` and virtual levels at or above `b`. For every symmetric `X` with `PX + XP = X`, the theorem `gap_coercive` states that tr(`X`[`F`, [`X`, `P`]]) is at least (`b - a`) tr(`X²`). `X` is not normalised, so for nonzero `X` the bound says that the quotient of the two traces is at least `b - a`; this is a positive bound only if `b > a`, which is not assumed. The proof tests the positive semidefinite conditions on the occupied and virtual levels on `X`, takes traces, and combines the two inequalities using the cyclicity of the trace.

An attempt in Lean 4 with a fault in it:

```lean
import Mathlib

open Matrix

namespace GapCoercive

noncomputable section

variable {n : Type*} [Fintype n] [DecidableEq n]

/-- The symmetric matrices `X` with `PX + XP = X`. -/
def tangentSpace (P : Matrix n n ℝ) : Submodule ℝ (Matrix n n ℝ) where
  carrier := {X | Xᵀ = X ∧ P * X + X * P = X}
  zero_mem' := by simp
  add_mem' := by
    rintro X Y ⟨hX, hX'⟩ ⟨hY, hY'⟩
    refine ⟨by rw [transpose_add, hX, hY], ?_⟩
    calc P * (X + Y) + (X + Y) * P = (P * X + X * P) + (P * Y + Y * P) := by noncomm_ring
      _ = X + Y := by rw [hX', hY']
  smul_mem' := by
    rintro c X ⟨hX, hX'⟩
    refine ⟨by rw [transpose_smul, hX], ?_⟩
    rw [mul_smul_comm, smul_mul_assoc, ← smul_add, hX']

/-- The Sternheimer operator `X ↦ [F, [X, P]]`. -/
def sternheimer (F P X : Matrix n n ℝ) : Matrix n n ℝ :=
  F * (X * P - P * X) - (X * P - P * X) * F

/-- A symmetric Fock matrix `F` commutes with the orthogonal projector `P` on the occupied
orbitals; occupied levels lie at or below `a`, virtual levels at or above `b`. -/
structure GappedFock (F P : Matrix n n ℝ) (a b : ℝ) : Prop where
  symmF : Fᵀ = F
  symmP : Pᵀ = P
  idem : P * P = P
  comm : F * P = P * F
  occ : (P * (a • (1 : Matrix n n ℝ) - F) * P).PosSemidef
  virt : ((1 - P) * (F - b • (1 : Matrix n n ℝ)) * (1 - P)).PosSemidef

/-- Membership in the tangent space means symmetry together with `PX + XP = X`. -/
theorem mem_tangentSpace {P X : Matrix n n ℝ} :
    X ∈ tangentSpace P ↔ Xᵀ = X ∧ P * X + X * P = X := Iff.rfl

variable {F P : Matrix n n ℝ} {a b : ℝ}

/-- If `GappedFock F P a b` holds, the quadratic form of the Sternheimer operator on the tangent
space is at least `b - a` times the trace of `X²`. -/
theorem gap_coercive (h : GappedFock F P a b) {X : Matrix n n ℝ}
    (hX : X ∈ tangentSpace P) :
    (b - a) * trace (X * X) ≤ trace (X * sternheimer F P X) := by
  obtain ⟨hs, ht⟩ := mem_tangentSpace.1 hX
  have hQX : (1 - P) * X = X * P := by
    rw [sub_mul, one_mul, sub_eq_iff_eq_add, add_comm]
    exact ht.symm
  have hc : (1 - P) * (F - b • (1 : Matrix n n ℝ)) = (F - b • 1) * (1 - P) := by
    simp only [sub_mul, mul_sub, one_mul, mul_one, mul_smul_comm, smul_mul_assoc, h.comm]
    abel
  -- the virtual levels, tested on `X`
  have hvirt : X * ((1 - P) * (F - b • (1 : Matrix n n ℝ)) * (1 - P)) * X
      = X * F * X * P - b • (X * X * P) := by
    calc _ = X * ((1 - P) * (F - b • (1 : Matrix n n ℝ))) * ((1 - P) * X) := by
          simp only [mul_assoc]
      _ = X * ((F - b • (1 : Matrix n n ℝ)) * (1 - P)) * (X * P) := by rw [hc, hQX]
      _ = X * (F - b • (1 : Matrix n n ℝ)) * (((1 - P) * X) * P) := by
          simp only [mul_assoc]
      _ = X * (F - b • (1 : Matrix n n ℝ)) * (X * P) := by
          rw [hQX, mul_assoc X P P, h.idem]
      _ = _ := by
          simp only [mul_sub, sub_mul, mul_smul_comm, smul_mul_assoc, mul_one, mul_assoc]
  have hv := (h.virt.conjTranspose_mul_mul_same X).trace_nonneg
  rw [conjTranspose_eq_transpose_of_trivial, hs, hvirt, trace_sub, trace_smul,
    smul_eq_mul] at hv
  -- the occupied levels, tested on `X`
  have hocc : P * (a • (1 : Matrix n n ℝ) - F) * P = a • P - F * P := by
    simp only [mul_sub, sub_mul, mul_smul_comm, smul_mul_assoc, mul_one]
    rw [h.idem, ← h.comm, mul_assoc, h.idem]
  have ho := (h.occ.conjTranspose_mul_mul_same X).trace_nonneg
  have hocc' : X * (a • P - F * P) * X = a • (X * P * X) - X * F * P * X := by
    simp only [mul_sub, sub_mul, mul_smul_comm, smul_mul_assoc, mul_assoc]
  rw [conjTranspose_eq_transpose_of_trivial, hs, hocc, hocc', trace_sub, trace_smul,
    smul_eq_mul] at ho
  -- cyclicity of the trace
  have t1 : trace (X * (X * P * F)) = trace (X * F * P * X) := by
    rw [trace_mul_comm, mul_assoc X P F, ← h.comm, ← mul_assoc]
  have t2 : trace (X * (P * X * F)) = trace (X * F * X * P) := by
    calc _ = trace ((X * P) * (X * F)) := by simp only [mul_assoc]
      _ = trace ((X * F) * (X * P)) := trace_mul_comm _ _
      _ = _ := by simp only [mul_assoc]
  have t3 : trace (X * X * P) = trace (X * P * X) := by
    rw [mul_assoc, trace_mul_comm]
  have e1 : X * X = X * P * X + X * X * P := by
    calc X * X = X * (P * X + X * P) := by rw [ht]
      _ = _ := by noncomm_ring
  have e2 : X * sternheimer F P X
      = X * F * X * P - X * F * P * X - X * (X * P * F) + X * (P * X * F) := by
    unfold sternheimer
    noncomm_ring
  rw [e2, trace_add, trace_sub, trace_sub, t1, t2, e1, trace_add, t3]
  rw [t3] at hv
  linarith

end

end GapCoercive
```

The compiler's answer:

```
Try this:
  [apply] abel_nf
Main.lean:54:78: error: unsolved goals
n : Type u_1
inst✝¹ : Fintype n
inst✝ : DecidableEq n
F P : Matrix n n ℝ
a b : ℝ
h : GappedFock F P a b
X : Matrix n n ℝ
hX : X ∈ tangentSpace P
hs : Xᵀ = X
ht : P * X + X * P = X
hQX : (1 - P) * X = X * P
⊢ F + (-1 • (P * F) + -1 • b • (1 + -1 • P)) = F + (-1 • (P * F) + (-1 • b • 1 + b • P))
```

As a diff, the version that Lean accepts:

```diff
@@ -53,5 +53,6 @@
     exact ht.symm
   have hc : (1 - P) * (F - b • (1 : Matrix n n ℝ)) = (F - b • 1) * (1 - P) := by
-    simp only [sub_mul, mul_sub, one_mul, mul_one, mul_smul_comm, smul_mul_assoc, h.comm]
+    simp only [sub_mul, mul_sub, one_mul, mul_one, mul_smul_comm, smul_mul_assoc, smul_sub,
+      h.comm]
     abel
   -- the virtual levels, tested on `X`
```

Diagnosis. The error is in the auxiliary identity `hc`, which says that `1 - P` commutes with `F - b • 1`. The identity is true, but `simp only` leaves its two sides in different forms. On the left the scalar is pulled out of the product while `1 - P` is still whole, which gives `b • (1 - P)`; on the right the difference is expanded, which gives `b • 1 - b • P`. No lemma in the `simp only` list distributes a scalar over a difference.

Nor does `abel` do this for the real scalar `b`: it works with addition, subtraction and integer multiples, and treats `b • (1 - P)` as a single term. It therefore cannot close the goal, and the message suggesting `abel_nf` goes with the normalised but unsolved goal that Lean reports.

The repair adds `smul_sub`, which rewrites `b • (1 - P)` as `b • 1 - b • P`. Both sides then consist of the same terms, and `abel` closes the goal. The new line break is mere layout.
